# The radial dipole integral between a normalized hydrogen orbital and its ladder partner is −(3/2) n √(n² − l²)

Expand two hydrogen radial functions of a high shell and low angular momentum in powers of r, integrate their dipole product term by term, and large contributions of alternating sign cancel, taking floating-point digits with them. The sign of the answer also flips whenever one function is replaced by its negative. Generating one function from the other by a ladder operator fixes the relative phase and gives a closed form. In it, n is the principal quantum number of both functions and l is the larger of their angular momenta, which differ by one. In nonrelativistic one-electron hydrogen, these same-shell integrals enter the linear Stark effect.

```lean
import Mathlib

open Polynomial MeasureTheory Set Filter Topology

namespace HydrogenDipole

noncomputable section
```

## Radial functions and the ladder

Let u(r) = r R(r) be the reduced radial function, in atomic units with a fixed nucleus. For angular momentum L and energy E it satisfies, on r > 0,

−u″/2 + [L(L+1)/(2r²) − 1/r] u = E u.

`RadialEq` states this equation alone; boundary conditions and normalization enter separately.

```lean
/-- The Coulomb radial equation in atomic units on `r > 0`, for angular momentum `L` and
energy `E`. -/
def RadialEq (L E : ℝ) (u : ℝ → ℝ) : Prop :=
  ∀ r, 0 < r → -(1 / 2) * deriv (deriv u) r + (L * (L + 1) / (2 * r ^ 2) - 1 / r) * u r = E * u r
```

The orbitals considered are u = P(r) exp(−r/n), with P a real polynomial.

```lean
/-- A polynomial times the exponential `exp (-r/n)`, for `n ≠ 0`. -/
def orbital (n : ℝ) (P : ℝ[X]) (r : ℝ) : ℝ := P.eval r * Real.exp (-r / n)
```

Write W = l/r − 1/l. The operator A raises angular momentum from l−1 to l:

Au = −u′ + W u.

```lean
/-- The ladder operator `-d/dr + l/r - 1/l`, for `r ≠ 0` and `l ≠ 0`. -/
def ladder (l : ℝ) (u : ℝ → ℝ) (r : ℝ) : ℝ := -deriv u r + (l / r - 1 / l) * u r
```

Its rescaled image is w = n l/√(n² − l²) · Au.

```lean
/-- The ladder operator with the prefactor `n l / √(n² - l²)`, for `0 < l < n` and `r > 0`. -/
def raised (l n : ℝ) (u : ℝ → ℝ) (r : ℝ) : ℝ :=
  n * l / Real.sqrt (n ^ 2 - l ^ 2) * ladder l u r
```

Differentiating an orbital gives another polynomial times the same exponential:

u′ = D exp(−r/n), D = P′ − P/n.

The polynomial D is `dPoly n P`.

```lean
/-- The polynomial factor of the derivative of an orbital, for `n ≠ 0`. -/
def dPoly (n : ℝ) (P : ℝ[X]) : ℝ[X] := derivative P - C (1 / n) * P

lemma eval_dPoly (n r : ℝ) (P : ℝ[X]) :
    (dPoly n P).eval r = (derivative P).eval r - 1 / n * P.eval r := by
  simp only [dPoly, eval_sub, eval_mul, eval_C]

lemma hasDerivAt_decay (n r : ℝ) :
    HasDerivAt (fun x : ℝ => Real.exp (-x / n)) (Real.exp (-r / n) * (-1 / n)) r :=
  HasDerivAt.exp ((hasDerivAt_id' r).fun_neg.div_const n)

lemma hasDerivAt_orbital (n r : ℝ) (P : ℝ[X]) :
    HasDerivAt (orbital n P) (orbital n (dPoly n P) r) r := by
  refine ((P.hasDerivAt r).fun_mul (hasDerivAt_decay n r)).congr_deriv ?_
  simp only [orbital, eval_dPoly]
  ring

lemma deriv_orbital (n : ℝ) (P : ℝ[X]) : deriv (orbital n P) = orbital n (dPoly n P) :=
  funext fun r => (hasDerivAt_orbital n r P).deriv
```

## Integrals of total derivatives

The exponential outweighs any polynomial q, so q exp(−r/n) → 0 at infinity and q exp(−2r/n) is integrable on (0,∞).

```lean
lemma tendsto_poly {n : ℝ} (hn : 0 < n) (q : ℝ[X]) :
    Tendsto (fun r : ℝ => q.eval r * Real.exp (-r / n)) atTop (𝓝 0) := by
  have h := (q.comp (C n * X)).tendsto_div_exp_atTop.comp (tendsto_id.atTop_div_const hn)
  refine h.congr fun r => ?_
  have hr : n * (r / n) = r := by field_simp
  simp only [Function.comp_apply, id_eq, eval_comp, eval_mul, eval_C, eval_X, hr]
  rw [neg_div, Real.exp_neg]
  exact div_eq_mul_inv _ _

lemma integrableOn_poly {n : ℝ} (hn : 0 < n) (q : ℝ[X]) :
    IntegrableOn (fun r : ℝ => q.eval r * Real.exp (-r / n) ^ 2) (Ioi 0) := by
  have hc : Continuous (fun r : ℝ => Real.exp (-r / n) ^ 2) := by fun_prop
  refine integrable_of_isBigO_exp_neg (b := 1 / n) (by positivity)
    (q.continuous.mul hc).continuousOn ?_
  have h := ((tendsto_poly hn q).isBigO_one ℝ).mul
    (Asymptotics.isBigO_refl (fun r : ℝ => Real.exp (-r / n)) atTop)
  refine h.congr (fun r => ?_) (fun r => ?_)
  · show q.eval r * Real.exp (-r / n) * Real.exp (-r / n) = q.eval r * Real.exp (-r / n) ^ 2
    ring
  · show (1 : ℝ) * Real.exp (-r / n) = Real.exp (-(1 / n) * r)
    rw [one_mul]
    congr 1
    ring
```

The fundamental theorem of calculus then leaves only the value at the origin:

∫ (q exp(−2r/n))′ dr = −q(0).

```lean
/-- For `n > 0`, the integral over `(0,∞)` of the derivative of `q(r) exp(-2r/n)`, with `q` a
polynomial, is `-q(0)`. -/
theorem integral_total_derivative {n : ℝ} (hn : 0 < n) (q : ℝ[X]) :
    ∫ r in Ioi (0 : ℝ), (derivative q - C (2 / n) * q).eval r * Real.exp (-r / n) ^ 2
      = -q.eval 0 := by
  have ht : Tendsto (fun r : ℝ => q.eval r * Real.exp (-r / n) ^ 2) atTop (𝓝 0) := by
    have h := (tendsto_poly hn q).mul (tendsto_poly hn 1)
    rw [mul_zero] at h
    refine h.congr fun r => ?_
    simp only [eval_one]
    ring
  have hd : ∀ r ∈ Ici (0 : ℝ), HasDerivAt (fun r : ℝ => q.eval r * Real.exp (-r / n) ^ 2)
      ((derivative q - C (2 / n) * q).eval r * Real.exp (-r / n) ^ 2) r := by
    intro r _
    have h := (q.hasDerivAt r).fun_mul ((hasDerivAt_decay n r).fun_mul (hasDerivAt_decay n r))
    simp only [sq, eval_sub, eval_mul, eval_C]
    exact h.congr_deriv (by ring)
  rw [integral_Ioi_of_hasDerivAt_of_tendsto' hd (integrableOn_poly hn _) ht]
  simp
```

Hence, if f = c u² + (q exp(−2r/n))′ on r > 0 and q(0) = 0, then ∫ f = c ∫ u². Both integrals below are brought to this form.

```lean
lemma integral_mod_boundary {n : ℝ} (hn : 0 < n) (f : ℝ → ℝ) (c : ℝ) (P q : ℝ[X])
    (h0 : q.eval 0 = 0)
    (hf : ∀ r, 0 < r → f r = c * orbital n P r ^ 2
      + (derivative q - C (2 / n) * q).eval r * Real.exp (-r / n) ^ 2) :
    ∫ r in Ioi (0 : ℝ), f r = c * ∫ r in Ioi (0 : ℝ), orbital n P r ^ 2 := by
  have hI : IntegrableOn (fun r => orbital n P r ^ 2) (Ioi 0) := by
    refine (integrableOn_poly hn (P ^ 2)).congr_fun (fun r _ => ?_) measurableSet_Ioi
    simp only [orbital, eval_pow, mul_pow]
  have hf' : EqOn f (fun r => c * orbital n P r ^ 2
      + (derivative q - C (2 / n) * q).eval r * Real.exp (-r / n) ^ 2) (Ioi 0) :=
    fun r hr => hf r hr
  rw [setIntegral_congr_fun measurableSet_Ioi hf',
    integral_add (Integrable.const_mul hI c) (integrableOn_poly hn _),
    integral_const_mul, integral_total_derivative hn, h0, neg_zero, add_zero]
```

## Raising the angular momentum

For L = l−1 the radial equation reads u″ = Q u, with

Q = l(l−1)/r² − 2/r − 2E.

Since W′ = −l/r² and u′ = W u − Au,

(Au)′ = −Q u − (l/r²) u + W u′
= −W Au + (W² − l/r² − Q) u
= −W Au + (1/l² + 2E) u.

Differentiating again and eliminating u′ in the same way,

(Au)″ = (l/r² + W² − 1/l² − 2E) Au
= [l(l+1)/r² − 2/r − 2E] Au,

which is the equation for l. In the proof, `d1` is the first derivative relation and `d2` differentiates it.

```lean
/-- For `l ≠ 0`, the ladder operator turns a twice differentiable solution for angular momentum
`l - 1` into a solution for `l` at the same energy. -/
theorem ladder_radialEq {l E : ℝ} (hl : l ≠ 0) {u : ℝ → ℝ}
    (hu : ∀ r, 0 < r → DifferentiableAt ℝ u r)
    (hu' : ∀ r, 0 < r → DifferentiableAt ℝ (deriv u) r)
    (h : RadialEq (l - 1) E u) : RadialEq l E (ladder l u) := by
  have hW : ∀ x : ℝ, 0 < x → HasDerivAt (fun y : ℝ => l / y - 1 / l) (-l / x ^ 2) x :=
    fun x hx => (((hasDerivAt_const x l).fun_div (hasDerivAt_id' x) hx.ne').sub_const
      (1 / l)).congr_deriv (by ring)
  -- derivative of the raised function in terms of that function and `u`
  have d1 : ∀ x : ℝ, 0 < x → HasDerivAt (ladder l u)
      (-(l / x - 1 / l) * ladder l u x + (1 / l ^ 2 + 2 * E) * u x) x := by
    intro x hx
    have hQ : deriv (deriv u) x = ((l - 1) * l / x ^ 2 - 2 / x - 2 * E) * u x := by
      linear_combination (-2) * h x hx
    refine ((hu' x hx).hasDerivAt.fun_neg.fun_add
      ((hW x hx).fun_mul (hu x hx).hasDerivAt)).congr_deriv ?_
    rw [hQ]
    simp only [ladder]
    field_simp
    ring
  intro r hr
  have he : deriv (ladder l u) =ᶠ[𝓝 r]
      fun x => -(l / x - 1 / l) * ladder l u x + (1 / l ^ 2 + 2 * E) * u x := by
    filter_upwards [Ioi_mem_nhds hr] with x hx using (d1 x hx).deriv
  have d2 := ((hW r hr).fun_neg.fun_mul (d1 r hr)).fun_add
    ((hu r hr).hasDerivAt.const_mul (1 / l ^ 2 + 2 * E))
  rw [he.deriv_eq, d2.deriv]
  simp only [ladder]
  field_simp
  ring
```

## Norm of the raised function

Now set E = −1/(2n²). The condition P(0) = 0 keeps R finite at the nucleus and allows P = r p with p a polynomial, so u²/r is harmless at the origin. The next lemma expresses p′ and D′ through p and D, using the radial equation for D′.

```lean
lemma eval_relations {l n r : ℝ} (hn : 0 < n) (hr : 0 < r) {p : ℝ[X]}
    (h : RadialEq (l - 1) (-1 / (2 * n ^ 2)) (orbital n (X * p))) :
    (derivative p).eval r = ((dPoly n (X * p)).eval r - p.eval r) / r + p.eval r / n ∧
    (derivative (dPoly n (X * p))).eval r = (dPoly n (X * p)).eval r / n
      + ((l - 1) * l / r ^ 2 - 2 / r + 1 / n ^ 2) * (r * p.eval r) := by
  constructor
  · rw [eval_dPoly]
    simp only [derivative_mul, derivative_X, eval_add, eval_mul, eval_X, eval_one]
    field_simp
    ring
  · have h1 := h r hr
    simp only [deriv_orbital, orbital] at h1
    rw [eval_dPoly, eval_mul, eval_X] at h1
    apply mul_right_cancel₀ (Real.exp_pos (-r / n)).ne'
    linear_combination (-2) * h1
```

Differentiating u u′ − W u² gives

(u u′ − W u²)′ = u′² − 2W u u′ + (Q + l/r²) u².

Subtracting this from (Au)² = u′² − 2W u u′ + W² u² leaves

(Au)² = (1/l² − 1/n²) u² + (u u′ − W u²)′.

The boundary term vanishes at both ends, so ∫ (Au)² = (1/l² − 1/n²) ∫ u². Lean receives the boundary polynomial explicitly; `field_simp` and `ring` check the pointwise identity.

```lean
/-- For `l ≠ 0`, `n > 0` and an orbital that vanishes at the origin and solves the radial equation
for `l - 1` at energy `-1/(2n²)`, the ladder operator multiplies the squared norm by
`1/l² - 1/n²`. -/
theorem ladder_norm {l n : ℝ} (hl : l ≠ 0) (hn : 0 < n) {P : ℝ[X]} (h0 : P.eval 0 = 0)
    (h : RadialEq (l - 1) (-1 / (2 * n ^ 2)) (orbital n P)) :
    ∫ r in Ioi (0 : ℝ), ladder l (orbital n P) r ^ 2
      = (1 / l ^ 2 - 1 / n ^ 2) * ∫ r in Ioi (0 : ℝ), orbital n P r ^ 2 := by
  obtain ⟨p, rfl⟩ := X_dvd_iff.mpr ((coeff_zero_eq_eval_zero P).trans h0)
  -- boundary term `u u' - (l/r - 1/l) u²`
  refine integral_mod_boundary hn _ _ _ (X * p * dPoly n (X * p) - C l * (X * (p * p))
    + C (1 / l) * (X * p * (X * p))) (by simp) fun r hr => ?_
  obtain ⟨hp, hD⟩ := eval_relations hn hr h
  simp only [ladder, deriv_orbital, orbital, derivative_add, derivative_sub, derivative_mul,
    derivative_X, derivative_C, eval_add, eval_sub, eval_mul, eval_X, eval_C, eval_one, eval_zero]
  rw [hp, hD]
  generalize Real.exp (-r / n) = e
  field_simp
  ring
```

The same identity at l = n gives ∫ (Au)² = 0. Then Au = 0, or u′ = (n/r − 1/n)u, whose solution is the circular orbital u ∝ rⁿ exp(−r/n).

## The dipole integral

First,

(Au) r u = −(r u²/2)′ + (l + 1/2) u² − r u²/l.

To remove r u², take a weight f(r) and define

G_f = f u′² − f′ u u′ + f″ u²/2 − f Q u².

Using u″ = Q u,

G_f′ = (f‴/2 − 2f′Q − f Q′) u².

The weights r and r² give

G_r′ = (2/r − 2/n²) u²,
G_{r²}′ = (−2l(l−1)/r + 6 − 4r/n²) u².

In the derivative of l(l−1) G_r + G_{r²} the 1/r terms cancel. The combination itself vanishes at both ends, so the integral of its derivative is zero, hence

∫ r u² = [3n² − l(l−1)]/2 · ∫ u²,

∫ (Au) r u = {l + 1/2 − [3n² − l(l−1)]/(2l)} ∫ u²
= −(3/2)(n² − l²)/l · ∫ u².

The long polynomial in the proof is −r u²/2 plus n²/(4l) times that combination, without the exponential factor.

```lean
/-- For `l ≠ 0`, `n > 0` and an orbital that vanishes at the origin and solves the radial equation
for `l - 1` at energy `-1/(2n²)`, the radial dipole integral between the orbital and its image under
the ladder operator is `-(3/2)(n² - l²)/l` times the squared norm of the orbital. -/
theorem ladder_dipole {l n : ℝ} (hl : l ≠ 0) (hn : 0 < n) {P : ℝ[X]} (h0 : P.eval 0 = 0)
    (h : RadialEq (l - 1) (-1 / (2 * n ^ 2)) (orbital n P)) :
    ∫ r in Ioi (0 : ℝ), ladder l (orbital n P) r * (r * orbital n P r)
      = -(3 / 2) * (n ^ 2 - l ^ 2) / l * ∫ r in Ioi (0 : ℝ), orbital n P r ^ 2 := by
  obtain ⟨p, rfl⟩ := X_dvd_iff.mpr ((coeff_zero_eq_eval_zero P).trans h0)
  -- `r u²` together with the hypervirial terms generated by `r` and `r²`
  refine integral_mod_boundary hn _ _ _ (C (-1 / 2) * (X * (X * p * (X * p)))
    + C (n ^ 2 / (4 * l)) * (C ((l - 1) * l) * (X * (dPoly n (X * p) * dPoly n (X * p))
        - X * p * dPoly n (X * p) - C ((l - 1) * l) * (X * (p * p))
        + C 2 * (X * p * (X * p)) - C (1 / n ^ 2) * (X * (X * p * (X * p))))
      + (X * X * (dPoly n (X * p) * dPoly n (X * p)) - C 2 * (X * (X * p * dPoly n (X * p)))
        + X * p * (X * p) - C ((l - 1) * l) * (X * p * (X * p))
        + C 2 * (X * (X * p * (X * p))) - C (1 / n ^ 2) * (X * X * (X * p * (X * p))))))
    (by simp) fun r hr => ?_
  obtain ⟨hp, hD⟩ := eval_relations hn hr h
  simp only [ladder, deriv_orbital, orbital, derivative_add, derivative_sub, derivative_mul,
    derivative_X, derivative_C, eval_add, eval_sub, eval_mul, eval_X, eval_C, eval_one, eval_zero]
  rw [hp, hD]
  generalize Real.exp (-r / n) = e
  field_simp
  ring
```

## The normalized pair

In `radial_dipole`, l and n are real numbers with 0 < l < n, which includes the integer quantum numbers. The hypotheses `h0`, `h` and `hN` say that u vanishes at the origin, solves the equation for l−1 and is normalized; with u a polynomial times exp(−r/n), this is possible only for integer l and n, and existence is proved below only for n = 2, l = 1. `Ioi 0` is the interval (0,∞). The conclusion concerns w as defined by `raised`, and only the radial factor of the dipole matrix element, without the angular one.

The prefactor squared, n²l²/(n² − l²), cancels the norm factor, so ∫ w² = 1. Multiplying the dipole result by the prefactor gives

∫ w r u = −(3/2) n √(n² − l²).

```lean
/-- Let `0 < l < n` and let `u`, a polynomial vanishing at the origin times `exp(-r/n)`, be
normalized and solve the radial equation for `l - 1` at energy `-1/(2n²)`. Then its raised partner
solves the equation for `l` at that energy, is normalized, and has the radial dipole integral
`-(3/2) n √(n² - l²)` with `u`. -/
theorem radial_dipole {l n : ℝ} (hl : 0 < l) (hln : l < n) {P : ℝ[X]} (h0 : P.eval 0 = 0)
    (h : RadialEq (l - 1) (-1 / (2 * n ^ 2)) (orbital n P))
    (hN : ∫ r in Ioi (0 : ℝ), orbital n P r ^ 2 = 1) :
    RadialEq l (-1 / (2 * n ^ 2)) (raised l n (orbital n P)) ∧
    ∫ r in Ioi (0 : ℝ), raised l n (orbital n P) r ^ 2 = 1 ∧
    ∫ r in Ioi (0 : ℝ), raised l n (orbital n P) r * (r * orbital n P r)
      = -(3 / 2) * n * Real.sqrt (n ^ 2 - l ^ 2) := by
  have hn : 0 < n := hl.trans hln
  have hpos : 0 < n ^ 2 - l ^ 2 := by nlinarith
  have hs : Real.sqrt (n ^ 2 - l ^ 2) ^ 2 = n ^ 2 - l ^ 2 := Real.sq_sqrt hpos.le
  have hs0 : Real.sqrt (n ^ 2 - l ^ 2) ≠ 0 := (Real.sqrt_pos.mpr hpos).ne'
  have hw : raised l n (orbital n P)
      = fun r => n * l / Real.sqrt (n ^ 2 - l ^ 2) * ladder l (orbital n P) r := rfl
  simp only [hw, RadialEq]
  generalize Real.sqrt (n ^ 2 - l ^ 2) = s at hs hs0 ⊢
  refine ⟨fun r hr => ?_, ?_, ?_⟩
  · have hL := ladder_radialEq hl.ne' (fun r _ => (hasDerivAt_orbital n r P).differentiableAt)
      (fun r _ => by
        rw [deriv_orbital]
        exact (hasDerivAt_orbital n r _).differentiableAt) h r hr
    have h1 : deriv (fun r => n * l / s * ladder l (orbital n P) r)
        = fun r => n * l / s * deriv (ladder l (orbital n P)) r :=
      funext fun x => deriv_const_mul_field _

    rw [h1, deriv_const_mul_field]
    linear_combination (n * l / s) * hL
  · simp only [mul_pow (n * l / s)]
    rw [integral_const_mul, ladder_norm hl.ne' hn h0 h, hN]
    field_simp
    linear_combination -hs
  · simp only [mul_assoc (n * l / s)]
    rw [integral_const_mul, ladder_dipole hl.ne' hn h0 h, hN, ← hs]
    field_simp
```

## The 2s–2p integral

For n = 2 and l = 1, take u = (r − r²/2) exp(−r/2)/√2.

```lean
/-- The polynomial factor `(r - r²/2)/√2` of the reduced hydrogen 2s radial function `r R(r)`. -/
def twoS : ℝ[X] := C (1 / Real.sqrt 2) * (X - C (1 / 2) * (X * X))
```

Substitution confirms the radial equation at E = −1/8. The density u² is the derivative of

(−r⁴/8 − r²/2 − r − 1) exp(−r),

which rises from −1 to 0, so the norm is 1.

```lean
/-- The reduced 2s radial function `r R(r)` vanishes at the origin, solves the radial equation for
angular momentum zero at energy `-1/8`, and is normalized. -/
theorem radial_dipole_witness : twoS.eval 0 = 0 ∧
    RadialEq (1 - 1) (-1 / (2 * 2 ^ 2)) (orbital 2 twoS) ∧
    ∫ r in Ioi (0 : ℝ), orbital 2 twoS r ^ 2 = 1 := by
  refine ⟨by simp [twoS], fun r hr => ?_, ?_⟩
  · simp only [deriv_orbital, orbital, dPoly, twoS, derivative_add, derivative_sub,
      derivative_mul, derivative_X, derivative_C, derivative_one, derivative_zero, eval_add,
      eval_sub, eval_mul, eval_X, eval_C, eval_one, eval_zero]
    generalize Real.exp (-r / 2) = e
    generalize 1 / Real.sqrt 2 = a
    field_simp
    ring
  · have ha : (1 / Real.sqrt 2) ^ 2 = 1 / 2 := by
      rw [div_pow, one_pow, Real.sq_sqrt (by norm_num)]
    -- explicit antiderivative of the 2s density
    have hq := integral_total_derivative (n := 2) (by norm_num)
      (C (-1 / 8) * (X * X * (X * X)) - C (1 / 2) * (X * X) - X - C 1)
    have hf : (fun r => orbital 2 twoS r ^ 2) = fun r : ℝ =>
        (derivative (C (-1 / 8) * (X * X * (X * X)) - C (1 / 2) * (X * X) - X - C 1)
          - C (2 / 2) * (C (-1 / 8) * (X * X * (X * X)) - C (1 / 2) * (X * X) - X - C 1) :
          ℝ[X]).eval r * Real.exp (-r / 2) ^ 2 := by
      funext r
      simp only [orbital, twoS, derivative_sub, derivative_mul, derivative_X, derivative_C,
        eval_add, eval_sub, eval_mul, eval_X, eval_C, eval_one, eval_zero]
      linear_combination ((r - r ^ 2 / 2) ^ 2 * Real.exp (-r / 2) ^ 2) * ha
    rw [hf, hq]
    simp
```

Applying A by hand gives w = r² exp(−r/2)/(2√6), the 2p function with positive sign. The general formula then yields −3√3, in units of the Bohr radius.

```lean
/-- The radial dipole integral between the reduced 2s radial function and its raised partner with
`l = 1` is `-3√3`. -/
theorem dipole_two_s : ∫ r in Ioi (0 : ℝ), raised 1 2 (orbital 2 twoS) r * (r * orbital 2 twoS r)
    = -3 * Real.sqrt 3 := by
  obtain ⟨h0, h, hN⟩ := radial_dipole_witness
  rw [(radial_dipole one_pos one_lt_two h0 h hN).2.2,
    show (2 : ℝ) ^ 2 - 1 ^ 2 = 3 by norm_num]
  ring

end

end HydrogenDipole
```

```lean
#print axioms HydrogenDipole.ladder_dipole
-- 'HydrogenDipole.ladder_dipole' depends on axioms: [propext, Classical.choice, Quot.sound]
#print axioms HydrogenDipole.dipole_two_s
-- 'HydrogenDipole.dipole_two_s' depends on axioms: [propext, Classical.choice, Quot.sound]
```
